# A determinant whose down-spin orbitals all lie among its up-spin orbitals is an eigenstate of S²

## Two parallel electrons above a closed shell

In the triplet ground state of molecular oxygen, two electrons with parallel spins occupy two degenerate orbitals above a set of doubly occupied ones. Restricted open-shell Hartree-Fock describes such a state by a single determinant. A spin-free Hamiltonian commutes with the total spin, so its eigenstates can be chosen with a definite $S^2$. A determinant built from up-spin and down-spin orbitals has a definite $S_z$, but in general no definite $S^2$. A simple condition on its occupied orbitals ensures that it has one.

Take finitely many orthonormal spatial orbitals $p$, each used for both spins $\sigma\in\{\uparrow,\downarrow\}$. Let $c_{p\sigma}$ and $c^\dagger_{p\sigma}$ be the annihilators and creators, with $\{a,b\}=ab+ba$ and

$$\{c_{p\sigma},c_{q\tau}\}=\{c^\dagger_{p\sigma},c^\dagger_{q\tau}\}=0,\qquad \{c_{p\sigma},c^\dagger_{q\tau}\}=\delta_{pq}\delta_{\sigma\tau}.$$

These relations express Fermi statistics and the orthonormality of the orbitals. In units with $\hbar=1$, the spin operators are

$$S_+=\sum_p c^\dagger_{p\uparrow}c_{p\downarrow},\quad S_-=\sum_p c^\dagger_{p\downarrow}c_{p\uparrow},\quad S_z=\tfrac12\sum_p\bigl(c^\dagger_{p\uparrow}c_{p\uparrow}-c^\dagger_{p\downarrow}c_{p\downarrow}\bigr),$$

with $S_x=\tfrac12(S_++S_-)$, $S_y=-\tfrac i2(S_+-S_-)$ and $S^2=S_x^2+S_y^2+S_z^2$.

**Claim.** Let $S_zv=mv$, and for every $p$ let $c^\dagger_{p\uparrow}v=0$ or $c_{p\downarrow}v=0$. Then $S_+v=0$ and $S^2v=m(m+1)v$.

For a single determinant, the condition says that no orbital offers both a down electron to flip and an empty up place to receive it. Some superpositions of determinants satisfy it too.

## From blocked spin flips to the value of S²

Each term of $S_+$ kills $v$. This is immediate if $c_{p\downarrow}v=0$. If $c^\dagger_{p\uparrow}v=0$, then $c^\dagger_{p\uparrow}c_{p\downarrow}v=-c_{p\downarrow}c^\dagger_{p\uparrow}v=0$. Hence $S_+v=0$.

For the commutator of two flips, expansion confirms the identity

$$[xy,zw]=x\{y,z\}w-\{x,z\}yw+zx\{y,w\}-z\{w,x\}y.$$

Put $x=c^\dagger_{p\uparrow}$, $y=c_{p\downarrow}$, $z=c^\dagger_{q\downarrow}$ and $w=c_{q\uparrow}$. The two middle terms vanish, which leaves

$$[c^\dagger_{p\uparrow}c_{p\downarrow},\,c^\dagger_{q\downarrow}c_{q\uparrow}]=\delta_{pq}\bigl(c^\dagger_{p\uparrow}c_{p\uparrow}-c^\dagger_{p\downarrow}c_{p\downarrow}\bigr).$$

Summing over $p$ and $q$ gives $[S_+,S_-]=2S_z$. Since $S_+v=0$, it follows that $S_+S_-v=2S_zv=2mv$.

In $S_x^2+S_y^2$ the terms $S_+^2$ and $S_-^2$ cancel, so

$$S^2=\tfrac12(S_+S_-+S_-S_+)+S_z^2,\qquad S^2v=\tfrac12(2m+0)v+m^2v=m(m+1)v.$$

## Occupied sets and unpaired down electrons

Let a determinant $v$ have occupied orbital sets $D_\uparrow$ and $D_\downarrow$ with $N_\uparrow$ and $N_\downarrow$ elements. Creators of filled spin orbitals and annihilators of empty ones kill it. For a filled spin orbital, $c^\dagger_{p\sigma}c_{p\sigma}v=v-c_{p\sigma}c^\dagger_{p\sigma}v=v$; for an empty one the result is zero. Therefore $S_zv=sv$ with $s=(N_\uparrow-N_\downarrow)/2$.

If $D_\downarrow\subseteq D_\uparrow$, every orbital meets the condition of the claim: either its up place is filled, or it holds no down electron. So $S^2v=s(s+1)v$.

Conversely, let $v\neq0$ and $S_+v=0$, and suppose some $p$ lies in $D_\downarrow$ but not in $D_\uparrow$. Put $T=c^\dagger_{p\downarrow}c_{p\uparrow}$, so that $Tv=0$. The commutator gives

$$T\,c^\dagger_{q\uparrow}c_{q\downarrow}v=-\delta_{qp}\bigl(c^\dagger_{p\uparrow}c_{p\uparrow}-c^\dagger_{p\downarrow}c_{p\downarrow}\bigr)v=\delta_{qp}v.$$

Summing over $q$ yields $v=TS_+v=0$, a contradiction.

This equivalence concerns $S_+v=0$, not spin purity as such: a single down electron violates the inclusion, yet it has $S^2=\tfrac34$.

## An open-shell singlet pattern that fails

Without the orbital condition, $S_zv=mv$ is not enough. Let $|0\rangle$ be the vacuum and $v=c^\dagger_{1\uparrow}c^\dagger_{2\downarrow}|0\rangle$, so $m=0$. In orbital 2 the down electron can be flipped, and

$$S_+v=c^\dagger_{1\uparrow}c^\dagger_{2\uparrow}|0\rangle,\qquad S^2v=v+c^\dagger_{1\downarrow}c^\dagger_{2\uparrow}|0\rangle.$$

The second vector is not a multiple of $v$, which is a superposition of a singlet and a triplet state with equal weights.

## The ⟨S²⟩ line in a program's output

A high-spin restricted open-shell calculation fills its doubly occupied orbitals with both spins and its singly occupied ones with up spin only. The inclusion then holds by construction, and the computed $\langle S^2\rangle$ should equal $s(s+1)$ up to rounding: 2 for a triplet, $\tfrac34$ for a doublet. This is a property of the single determinant in a finite basis, whether or not its orbitals are converged.

Unrestricted calculations allow different spatial orbitals for the two spins. For a normalised determinant with $N_\uparrow\ge N_\downarrow$,

$$\langle S^2\rangle=s(s+1)+N_\downarrow-\sum_{i,j}|\langle i_\uparrow|j_\downarrow\rangle|^2,$$

where $i_\uparrow$ and $j_\downarrow$ run over the occupied spatial orbitals of each spin, chosen orthonormal within each spin. The last two terms together are the spin contamination.

## How the Lean objects represent the electrons

The orbitals form a finite type `ι`, and `c p s` and `cd p s`, where `s` is a spin label, are elements of a complex algebra `A`. In `det_Ssq` the letter `s` instead stands for the number $(N_\uparrow-N_\downarrow)/2$, as in the derivation. The structure `CAR` states the three anticommutation relations. States are vectors of an `A`-module `V`, and `•` is the action of an operator or a number on a state. No inner product is assumed, so `cd` is not required to be the adjoint of `c`, and $v$ needs no normalisation. The number `m` is any complex number.

`highSpin_pure` is the claim above. `IsDet` describes a determinant through the operators that kill it, with `occ .up` and `occ .down` as $D_\uparrow$ and $D_\downarrow$; it doesn't build an antisymmetrised product. Both spins share one orbital set, so a general unrestricted determinant does not fit this description. No Hamiltonian or self-consistency condition appears.

```lean
import Mathlib

open Matrix

namespace HighSpinPurity

noncomputable section

/-- The two spin labels of an electron. -/
inductive Spin
  | up
  | down
  deriving DecidableEq

variable {ι A V : Type*} [Fintype ι] [Ring A] [Algebra ℂ A]
  [AddCommGroup V] [Module ℂ V] [Module A V] [IsScalarTower ℂ A V]

/-- The canonical anticommutation relations for annihilators `c p s` and creators `cd p s`
of orbital `p` and spin `s`. -/
structure CAR {ι A : Type*} [DecidableEq ι] [Ring A] (c cd : ι → Spin → A) : Prop where
  ann : ∀ p q s t, c p s * c q t + c q t * c p s = 0
  cre : ∀ p q s t, cd p s * cd q t + cd q t * cd p s = 0
  mix : ∀ p q s t, c p s * cd q t + cd q t * c p s = if p = q ∧ s = t then 1 else 0

/-- The raising operator: it turns a down spin up, summed over orbitals. -/
def Splus (c cd : ι → Spin → A) : A := ∑ p, cd p .up * c p .down

/-- The lowering operator: it turns an up spin down, summed over orbitals. -/
def Sminus (c cd : ι → Spin → A) : A := ∑ p, cd p .down * c p .up

/-- The spin projection: half the difference of the up and down number operators. -/
def Sz (c cd : ι → Spin → A) : A :=
  (1 / 2 : ℂ) • ∑ p, (cd p .up * c p .up - cd p .down * c p .down)

/-- The x component of the total spin. -/
def Sx (c cd : ι → Spin → A) : A := (1 / 2 : ℂ) • (Splus c cd + Sminus c cd)

/-- The y component of the total spin. -/
def Sy (c cd : ι → Spin → A) : A := (-Complex.I / 2) • (Splus c cd - Sminus c cd)

/-- The square of the total spin, as the sum of the squares of its three components. -/
def Ssq (c cd : ι → Spin → A) : A :=
  Sx c cd * Sx c cd + Sy c cd * Sy c cd + Sz c cd * Sz c cd

/-- The vector `v` behaves as a determinant in which the spin orbitals `p ∈ occ s` are filled
and all others are empty. -/
def IsDet (c cd : ι → Spin → A) (occ : Spin → Finset ι) (v : V) : Prop :=
  ∀ p s, (p ∈ occ s → cd p s • v = 0) ∧ (p ∉ occ s → c p s • v = 0)

/-- The squared spin written with the ladder operators. -/
theorem Ssq_eq (c cd : ι → Spin → A) :
    Ssq c cd = (1 / 2 : ℂ) • (Splus c cd * Sminus c cd + Sminus c cd * Splus c cd)
      + Sz c cd * Sz c cd := by
  have hI : (-Complex.I / 2) * (-Complex.I / 2) = -(1 / 4) := by
    linear_combination (1 / 4) * Complex.I_mul_I
  rw [Ssq, Sx, Sy, smul_mul_smul_comm, smul_mul_smul_comm, hI]
  simp only [add_mul, mul_add, sub_mul, mul_sub]
  module

variable [DecidableEq ι] {c cd : ι → Spin → A}

omit [Fintype ι] [Algebra ℂ A] in
/-- An upward and a downward spin flip in different orbitals commute; in the same orbital, the
commutator of the upward and the downward flip is the difference of the up and down number
operators. -/
theorem flip_commutator (h : CAR c cd) (p q : ι) :
    cd p .up * c p .down * (cd q .down * c q .up)
      - cd q .down * c q .up * (cd p .up * c p .down)
      = if p = q then cd p .up * c p .up - cd p .down * c p .down else 0 := by
  -- a commutator of pairs is a combination of anticommutators
  have key : ∀ x y z w : A, x * y * (z * w) - z * w * (x * y)
      = x * (y * z + z * y) * w - (x * z + z * x) * y * w
        + z * x * (y * w + w * y) - z * (w * x + x * w) * y := by
    intros; noncomm_ring
  rw [key, h.mix, h.mix, h.cre, h.ann]
  by_cases hpq : p = q
  · subst hpq; simp
  · simp [hpq, Ne.symm hpq]

omit [Algebra ℂ A] [Module ℂ V] [IsScalarTower ℂ A V] in
/-- If in every orbital the up spin cannot be created or the down spin cannot be annihilated,
the raising operator kills the state. -/
theorem Splus_smul_eq_zero (h : CAR c cd) {v : V}
    (hv : ∀ p, cd p .up • v = 0 ∨ c p .down • v = 0) : Splus c cd • v = 0 := by
  rw [Splus, Finset.sum_smul]
  refine Finset.sum_eq_zero fun p _ => ?_
  rcases hv p with hp | hp
  · have e : c p .down * cd p .up + cd p .up * c p .down = 0 := by
      simpa using h.mix p p .down .up
    rw [eq_neg_of_add_eq_zero_right e, neg_smul, mul_smul, hp, smul_zero, neg_zero]
  · rw [mul_smul, hp, smul_zero]

/-- On a state killed by the raising operator, lowering and then raising acts as `2 S_z`. -/
theorem Splus_Sminus_smul (h : CAR c cd) {v : V} (hv : Splus c cd • v = 0) :
    Splus c cd • Sminus c cd • v = (2 : ℂ) • Sz c cd • v := by
  have e1 : Splus c cd * Sminus c cd
      = ∑ p, ∑ q, cd p .up * c p .down * (cd q .down * c q .up) := by
    rw [Splus, Sminus, Finset.sum_mul_sum]
  have e2 : Sminus c cd * Splus c cd
      = ∑ p, ∑ q, cd q .down * c q .up * (cd p .up * c p .down) := by
    rw [Sminus, Splus, Finset.sum_mul_sum, Finset.sum_comm]
  -- only flips in the same orbital contribute
  have hc : Splus c cd * Sminus c cd - Sminus c cd * Splus c cd
      = ∑ p, (cd p .up * c p .up - cd p .down * c p .down) := by
    rw [e1, e2, ← Finset.sum_sub_distrib]
    refine Finset.sum_congr rfl fun p _ => ?_
    rw [← Finset.sum_sub_distrib, Finset.sum_congr rfl fun q _ => flip_commutator h p q]
    simp
  have h2 : Splus c cd • Sminus c cd • v
      = (∑ p, (cd p .up * c p .up - cd p .down * c p .down)) • v := by
    rw [← hc, sub_smul, mul_smul, mul_smul, hv, smul_zero, sub_zero]
  rw [h2, Sz, smul_assoc, smul_smul, show (2 : ℂ) * (1 / 2) = 1 by norm_num, one_smul]

/-- If `S_z v = m v` and in every orbital the up spin cannot be created or the down spin cannot be
annihilated, then `S_+ v = 0` and `S² v = m (m + 1) v`. -/
theorem highSpin_pure (h : CAR c cd) {v : V} {m : ℂ} (hz : Sz c cd • v = m • v)
    (hv : ∀ p, cd p .up • v = 0 ∨ c p .down • v = 0) :
    Splus c cd • v = 0 ∧ Ssq c cd • v = (m * (m + 1)) • v := by
  have h0 := Splus_smul_eq_zero h hv
  have h1 := Splus_Sminus_smul h h0
  refine ⟨h0, ?_⟩
  rw [Ssq_eq, add_smul, smul_assoc, add_smul, mul_smul, mul_smul, mul_smul, h1, h0,
    smul_zero, hz, smul_comm (Sz c cd) m v, hz]
  module

omit [Fintype ι] [Algebra ℂ A] [Module ℂ V] [IsScalarTower ℂ A V] in
/-- On a determinant, the number operator of a spin orbital gives one if it is filled and zero
if it is empty. -/
theorem number_smul (h : CAR c cd) {occ : Spin → Finset ι} {v : V} (hv : IsDet c cd occ v)
    (p : ι) (s : Spin) : (cd p s * c p s) • v = if p ∈ occ s then v else 0 := by
  by_cases hp : p ∈ occ s
  · have e : c p s * cd p s + cd p s * c p s = 1 := by simpa using h.mix p p s s
    have e' : cd p s * c p s = 1 - c p s * cd p s := by rw [← e]; abel
    rw [if_pos hp, e', sub_smul, one_smul, mul_smul, (hv p s).1 hp, smul_zero, sub_zero]
  · rw [if_neg hp, mul_smul, (hv p s).2 hp, smul_zero]

/-- A determinant whose down-spin orbitals are all filled with up spin too has
`S² = s (s + 1)`, where `s` is half the excess of up over down electrons. -/
theorem det_Ssq (h : CAR c cd) {occ : Spin → Finset ι} {v : V} (hv : IsDet c cd occ v)
    (hsub : occ .down ⊆ occ .up) {s : ℂ}
    (hs : s = (((occ .up).card : ℂ) - (occ .down).card) / 2) :
    Ssq c cd • v = (s * (s + 1)) • v := by
  have e : ∀ t : Finset ι, ∑ p, (if p ∈ t then v else 0) = (t.card : ℂ) • v := by
    intro t
    simp [Finset.sum_ite_mem, Nat.cast_smul_eq_nsmul]
  have hz : Sz c cd • v = s • v := by
    rw [Sz, smul_assoc, Finset.sum_smul]
    simp only [sub_smul, number_smul h hv]
    rw [Finset.sum_sub_distrib, e, e, hs]
    module
  refine (highSpin_pure h hz fun p => ?_).2
  by_cases hp : p ∈ occ .up
  · exact Or.inl ((hv p .up).1 hp)
  · exact Or.inr ((hv p .down).2 fun hd => hp (hsub hd))

omit [Algebra ℂ A] [Module ℂ V] [IsScalarTower ℂ A V] in
/-- A nonzero determinant is killed by the raising operator exactly when every orbital filled
with down spin is also filled with up spin. -/
theorem det_Splus_eq_zero_iff (h : CAR c cd) {occ : Spin → Finset ι} {v : V}
    (hv : IsDet c cd occ v) (hne : v ≠ 0) :
    Splus c cd • v = 0 ↔ occ .down ⊆ occ .up := by
  constructor
  · intro h0 p hp
    by_contra hn
    apply hne
    have hY : (cd p .down * c p .up) • v = 0 := by
      rw [mul_smul, (hv p .up).2 hn, smul_zero]
    -- flipping the unpaired down electron up and back returns the determinant
    have key : ∀ q, (cd p .down * c p .up) • (cd q .up * c q .down) • v
        = if q = p then v else 0 := by
      intro q
      have e : (cd q .up * c q .down) • (cd p .down * c p .up) • v
          - (cd p .down * c p .up) • (cd q .up * c q .down) • v
          = (if q = p then cd q .up * c q .up - cd q .down * c q .down else 0) • v := by
        rw [← flip_commutator h q p, sub_smul, mul_smul (cd q .up * c q .down),
          mul_smul (cd p .down * c p .up)]
      rw [hY, smul_zero, zero_sub, neg_eq_iff_eq_neg] at e
      by_cases hq : q = p
      · rw [e, if_pos hq, if_pos hq, hq, sub_smul, number_smul h hv, number_smul h hv,
          if_neg hn, if_pos hp, zero_sub, neg_neg]
      · rw [e, if_neg hq, if_neg hq, zero_smul, neg_zero]
    calc v = ∑ q, (if q = p then v else 0) := by simp
      _ = (cd p .down * c p .up) • Splus c cd • v := by
        rw [Splus, Finset.sum_smul, Finset.smul_sum]
        exact Finset.sum_congr rfl fun q _ => (key q).symm
      _ = 0 := by rw [h0, smul_zero]
  · intro hsub
    refine Splus_smul_eq_zero h fun p => ?_
    by_cases hp : p ∈ occ .up
    · exact Or.inl ((hv p .up).1 hp)
    · exact Or.inr ((hv p .down).2 fun hd => hp (hsub hd))

/-- Integer matrices of the annihilators of one orbital, in the basis empty, up, down, paired. -/
def annZ : Spin → Matrix (Fin 4) (Fin 4) ℤ
  | .up => !![0, 1, 0, 0; 0, 0, 0, 0; 0, 0, 0, 1; 0, 0, 0, 0]
  | .down => !![0, 0, 1, 0; 0, 0, 0, -1; 0, 0, 0, 0; 0, 0, 0, 0]

/-- One up-spin electron, stored as the first column of a matrix. -/
def upZ : Matrix (Fin 4) (Fin 4) ℤ := !![0, 0, 0, 0; 1, 0, 0, 0; 0, 0, 0, 0; 0, 0, 0, 0]

/-- Integer matrices read as complex matrices. -/
def toC : Matrix (Fin 4) (Fin 4) ℤ →+* Matrix (Fin 4) (Fin 4) ℂ :=
  (Int.castRingHom ℂ).mapMatrix

/-- The occupation of one orbital by a single up-spin electron. -/
def upOcc : Spin → Finset Unit
  | .up => {()}
  | .down => ∅

/-- The explicit matrices for one orbital satisfy the anticommutation relations, and the
one-electron up-spin state is a nonzero determinant for them. -/
theorem highSpin_witness :
    CAR (fun (_ : Unit) s => toC (annZ s)) (fun _ s => toC ((annZ s)ᵀ)) ∧
    IsDet (fun (_ : Unit) s => toC (annZ s)) (fun _ s => toC ((annZ s)ᵀ)) upOcc (toC upZ) ∧
    toC upZ ≠ 0 := by
  refine ⟨⟨?_, ?_, ?_⟩, ?_, ?_⟩
  · intro p q s t
    have e : annZ s * annZ t + annZ t * annZ s = 0 := by
      cases s <;> cases t <;> decide +kernel
    change toC (annZ s) * toC (annZ t) + toC (annZ t) * toC (annZ s) = 0
    rw [← map_mul, ← map_mul, ← map_add, e, map_zero]
  · intro p q s t
    have e : (annZ s)ᵀ * (annZ t)ᵀ + (annZ t)ᵀ * (annZ s)ᵀ = 0 := by
      cases s <;> cases t <;> decide +kernel
    change toC ((annZ s)ᵀ) * toC ((annZ t)ᵀ) + toC ((annZ t)ᵀ) * toC ((annZ s)ᵀ) = 0
    rw [← map_mul, ← map_mul, ← map_add, e, map_zero]
  · intro p q s t
    have e : annZ s * (annZ t)ᵀ + (annZ t)ᵀ * annZ s = if s = t then 1 else 0 := by
      cases s <;> cases t <;> decide +kernel
    change toC (annZ s) * toC ((annZ t)ᵀ) + toC ((annZ t)ᵀ) * toC (annZ s) = _
    rw [← map_mul, ← map_mul, ← map_add, e]
    cases s <;> cases t <;> simp
  · have hu : toC ((annZ .up)ᵀ) * toC upZ = 0 := by
      rw [← map_mul, show (annZ .up)ᵀ * upZ = 0 by decide +kernel, map_zero]
    have hd : toC (annZ .down) * toC upZ = 0 := by
      rw [← map_mul, show annZ .down * upZ = 0 by decide +kernel, map_zero]
    intro p s
    cases s
    · exact ⟨fun _ => hu, fun hn => (hn (by simp [upOcc])).elim⟩
    · exact ⟨fun hp => by simp [upOcc] at hp, fun _ => hd⟩
  · intro h0
    have h1 := congrFun (congrFun h0 1) 0
    simp [toC, upZ] at h1

end

end HighSpinPurity
```

```lean
#print axioms HighSpinPurity.det_Ssq
#print axioms HighSpinPurity.det_Splus_eq_zero_iff
```

```
'HighSpinPurity.det_Ssq' depends on axioms: [propext, Classical.choice, Quot.sound]
'HighSpinPurity.det_Splus_eq_zero_iff' depends on axioms: [propext, Classical.choice, Quot.sound]
```

## How the proof follows the algebra

`Ssq_eq` rewrites $S^2$ through the ladder operators. It evaluates $(-i/2)^2=-\tfrac14$, expands the products and lets `module` collect the coefficients.

In `flip_commutator`, `key` is the four-term identity, checked by `noncomm_ring`. Rewriting with the `CAR` relations and splitting on `p = q` gives the Kronecker delta.

`Splus_smul_eq_zero` treats the two alternatives for each orbital as in the derivation. `Splus_Sminus_smul` writes both products as double sums, reduces their difference to the terms with equal orbitals, and applies it to $v$. `highSpin_pure` inserts these two results into `Ssq_eq`.

For determinants, `number_smul` evaluates the number operators. `det_Ssq` sums them to obtain $S_zv=sv$, then uses the inclusion to choose the right alternative in each orbital. In `det_Splus_eq_zero_iff`, the inner `key` is the formula for $T$ acting on a flipped determinant, and the `calc` block sums it to reach $v=0$.

`highSpin_witness` supplies a concrete case: one orbital, with basis empty, up, down, paired. The relations are decided for integer matrices and carried to complex ones by the ring homomorphism `toC`. The state of one up electron is stored as the first column of a matrix, on which the operators act by left multiplication. With this occupation, `det_Ssq` gives $S^2=\tfrac34$.
